# The $\cos^{1/8}$ mask as an absorbing potential: at least $\pi^2x^2/(64t)$ at scaled depth $x<1$ for time step $t$

Take one grid point halfway into an absorbing layer, where the mask $\cos(\pi x/2)^{1/8}$ at $x=1/2$ has the value $2^{-1/16}\approx 0.958$. Applied once, after a time step of length $t$, the mask multiplies the amplitude there by $0.958$. Now cover the same elapsed time with two steps of length $t/2$. The mask acts twice, and the product of its two factors is $2^{-1/8}\approx 0.917$.

In units with $\hbar=1$, an absorbing potential $-iW$ by itself damps the amplitude by $e^{-Wt}$ over the time $t$. It gives the first factor with $W=\ln 2/(16t)$. The second factor needs twice that value. The mask has not changed, but the absorber has.

## A quadratic floor, reached at the inner edge

Let $x$ be the depth in the layer divided by the layer's width, so that $x=0$ is the inner edge and $x=1$ is the end of the grid. For an exponent $p\ge 0$ and a time step $t>0$, define the mask and its equivalent absorber by

$$M(x)=\cos\!\left(\frac{\pi x}{2}\right)^{p},\qquad W(x)=-\frac{\ln M(x)}{t},\qquad 0\le x<1 .$$

The exponent sets how strongly a single step absorbs: a small $p$ keeps the mask close to 1 over most of the layer. For $p=1/8$ the result is

$$W(x)\ \ge\ \frac{\pi^2x^2}{64\,t}\quad(0\le x<1),\qquad \frac{W(x)}{x^2}\to\frac{\pi^2}{64\,t}\quad(x\to0^+).$$

The absorber therefore switches on quadratically, and it lies on or above that parabola throughout the layer. At $x=1/2$ the bound gives $0.0386/t$, and the true value is $0.0433/t$.

## Step-size tests with a fixed mask

In a real-time propagation that runs long enough for outgoing waves to reach the edge of the grid, they can reflect from the boundary or, with periodic transforms, re-enter on the other side. Multiplying the wave function by a mask after each step is a simple way to weaken them before they do.

For such a code with a fixed one-dimensional mask profile, the result says that a time-step convergence test also changes the absorber: halving $t$ doubles $W$ at every point. A change in an ionisation yield or in a reflected wave between two runs can then come from the boundary as well as from the integrator.

The derivation below shows that $W$ depends on $p$ and $t$ only through $p/t$. To keep the same absorber when the step changes from $t$ to $t'$, replace $p$ by $p\,t'/t$. This recipe is read off from the formula and is not stated as a theorem in the file.

## Bounding $-\ln\cos y$ from both sides

Set $y=\pi x/2$, so that $0\le y<\pi/2$ and $\cos y>0$. Then $\ln M=p\ln\cos y$, and

$$W(x)=\frac{p}{t}\,(-\ln\cos y).$$

**Lower bound.** Let $f(y)=-\ln\cos y-y^2/2$. Then $f(0)=0$ and

$$f'(y)=\frac{\sin y}{\cos y}-y=\tan y-y\ \ge\ 0 .$$

The last inequality holds because $\tan y-y$ vanishes at $0$ and has derivative $1/\cos^2y-1\ge0$. So $f$ does not decrease, $f(y)\ge0$, and $-\ln\cos y\ge y^2/2$. With $y^2/2=\pi^2x^2/8$,

$$W(x)\ \ge\ \frac{p\,\pi^2x^2}{8t}.$$

**Upper bound.** Use $\ln u\le u-1$ with $u=1/\cos y$, and then $1-\cos y=2\sin^2(y/2)\le y^2/2$:

$$-\ln\cos y\ \le\ \frac{1}{\cos y}-1=\frac{1-\cos y}{\cos y}\ \le\ \frac{y^2}{2\cos y}.$$

This is the lower bound divided by $\cos y$.

**Limit.** For $0<x<1$, dividing both bounds by $x^2$ gives

$$\frac{p\,\pi^2}{8t}\ \le\ \frac{W(x)}{x^2}\ \le\ \frac{p\,\pi^2}{8t\,\cos(\pi x/2)} .$$

As $x\to0^+$ the cosine tends to 1, and both sides meet at $p\pi^2/(8t)$. Setting $p=1/8$ gives $\pi^2/(64t)$.

**Dependence on the step.** Take $p>0$ and $0<x<1$. The lower bound at $t=1$ shows that $-\ln M(x)$ is strictly positive. It does not contain $t$. Hence $-\ln M(x)/t$ takes the same value for two positive steps only if the steps are equal, and it grows without bound as $t\to0^+$.

**Repeated application.** For $p\ge0$ and $0\le x<1$ the same bound reads $M(x)\le e^{-p\pi^2x^2/8}$. Raising it to the power $N$ gives

$$M(x)^N\ \le\ e^{-p\pi^2x^2N/8}.$$

The exponent counts mask applications, not elapsed time.

## The mask and its absorber in Lean

The file treats general $p$ first and specialises to $p=1/8$ in `eighth_root_mask_absorber`.

```lean
import Mathlib

open Filter
open scoped Real Topology

namespace MaskAbsorber

noncomputable section

/-- The mask `cos(πx/2)^p` that multiplies the wave function after each time step, at scaled
depth `0 ≤ x < 1` in the absorbing layer. -/
def mask (p x : ℝ) : ℝ := Real.cos (π * x / 2) ^ p

/-- The absorbing potential `W(x) = -ln(mask)/t` assigned to the mask for a time step `t > 0`,
at scaled depth `0 ≤ x < 1`. -/
def absorber (p t x : ℝ) : ℝ := -Real.log (mask p x) / t

/-- The cosine in the mask is positive throughout the layer `0 ≤ x < 1`. -/
lemma cos_layer_pos {x : ℝ} (h0 : 0 ≤ x) (h1 : x < 1) : 0 < Real.cos (π * x / 2) := by
  have hx := mul_nonneg Real.pi_pos.le h0
  have hy := mul_pos Real.pi_pos (sub_pos.2 h1)
  exact Real.cos_pos_of_mem_Ioo ⟨by linarith [Real.pi_pos], by linarith⟩

/-- Damping by the absorber `W` over one time step `t ≠ 0` is multiplication by the mask:
`exp(-W t) = mask` for `0 ≤ x < 1`. -/
theorem exp_neg_absorber {p t x : ℝ} (ht : t ≠ 0) (h0 : 0 ≤ x) (h1 : x < 1) :
    Real.exp (-(absorber p t x * t)) = mask p x := by
  have hm : 0 < mask p x := Real.rpow_pos_of_pos (cos_layer_pos h0 h1) p
  rw [absorber, div_mul_cancel₀ _ ht, neg_neg, Real.exp_log hm]

/-- For `0 ≤ y < π/2`, the logarithm of the cosine obeys `-ln cos y ≥ y²/2`. -/
theorem half_sq_le_neg_log_cos {y : ℝ} (h0 : 0 ≤ y) (h1 : y < π / 2) :
    y ^ 2 / 2 ≤ -Real.log (Real.cos y) := by
  -- the difference of the two sides has derivative `tan y - y`
  have hd : ∀ z ∈ Set.Ico (0 : ℝ) (π / 2),
      HasDerivAt (fun z => -Real.log (Real.cos z) - z ^ 2 / 2) (Real.tan z - z) z := by
    intro z hz
    have hc : 0 < Real.cos z :=
      Real.cos_pos_of_mem_Ioo ⟨by linarith [hz.1, Real.pi_pos], hz.2⟩
    have e1 := ((Real.hasDerivAt_cos z).log hc.ne').fun_neg
    have e2 : HasDerivAt (fun z : ℝ => z ^ 2 / 2) z z := by
      simpa using ((hasDerivAt_id' z).fun_pow 2).div_const 2
    refine (e1.fun_sub e2).congr_deriv ?_
    rw [Real.tan_eq_sin_div_cos]
    ring
  -- this derivative is nonnegative, so the difference grows from its value 0 at the origin
  have hm : MonotoneOn (fun z => -Real.log (Real.cos z) - z ^ 2 / 2)
      (Set.Ico (0 : ℝ) (π / 2)) := by
    refine monotoneOn_of_deriv_nonneg (convex_Ico _ _)
      (fun z hz => (hd z hz).continuousAt.continuousWithinAt)
      (fun z hz => (hd z (interior_subset hz)).differentiableAt.differentiableWithinAt) ?_
    intro z hz
    have hz' := interior_subset hz
    rw [(hd z hz').deriv]
    linarith [Real.le_tan hz'.1 hz'.2]
  have h := hm ⟨le_rfl, by linarith [Real.pi_pos]⟩ ⟨h0, h1⟩ h0
  simp only [Real.cos_zero, Real.log_one] at h
  linarith

/-- For `p ≥ 0`, `t > 0` and `0 ≤ x < 1`, the absorber is at least the quadratic potential
`pπ²x²/(8t)`. -/
theorem absorber_lower {p t x : ℝ} (hp : 0 ≤ p) (ht : 0 < t) (h0 : 0 ≤ x) (h1 : x < 1) :
    p * π ^ 2 * x ^ 2 / (8 * t) ≤ absorber p t x := by
  have hx := mul_nonneg Real.pi_pos.le h0
  have hy := mul_pos Real.pi_pos (sub_pos.2 h1)
  have h := half_sq_le_neg_log_cos (y := π * x / 2) (by linarith) (by linarith)
  calc p * π ^ 2 * x ^ 2 / (8 * t) = p * ((π * x / 2) ^ 2 / 2) / t := by ring
    _ ≤ p * (-Real.log (Real.cos (π * x / 2))) / t :=
      div_le_div_of_nonneg_right (mul_le_mul_of_nonneg_left h hp) ht.le
    _ = absorber p t x := by
      rw [absorber, mask, Real.log_rpow (cos_layer_pos h0 h1)]
      ring

/-- For `p ≥ 0`, `t > 0` and `0 ≤ x < 1`, the absorber is at most the quadratic potential
`pπ²x²/(8t)` divided by `cos(πx/2)`. -/
theorem absorber_upper {p t x : ℝ} (hp : 0 ≤ p) (ht : 0 < t) (h0 : 0 ≤ x) (h1 : x < 1) :
    absorber p t x ≤ p * π ^ 2 * x ^ 2 / (8 * t) / Real.cos (π * x / 2) := by
  have hc := cos_layer_pos h0 h1
  -- `ln(1/c) ≤ 1/c - 1`, and `1 - cos y ≤ y²/2`
  have h : -Real.log (Real.cos (π * x / 2))
      ≤ (π * x / 2) ^ 2 / 2 / Real.cos (π * x / 2) := by
    have e1 := Real.log_le_sub_one_of_pos (inv_pos.2 hc)
    rw [Real.log_inv] at e1
    have e2 : (Real.cos (π * x / 2))⁻¹ - 1
        = (1 - Real.cos (π * x / 2)) / Real.cos (π * x / 2) := by
      rw [sub_div, div_self hc.ne', one_div]
    rw [e2] at e1
    refine e1.trans (div_le_div_of_nonneg_right ?_ hc.le)
    linarith [Real.one_sub_sq_div_two_le_cos (x := π * x / 2)]
  calc absorber p t x = p * (-Real.log (Real.cos (π * x / 2))) / t := by
        rw [absorber, mask, Real.log_rpow hc]
        ring
    _ ≤ p * ((π * x / 2) ^ 2 / 2 / Real.cos (π * x / 2)) / t :=
      div_le_div_of_nonneg_right (mul_le_mul_of_nonneg_left h hp) ht.le
    _ = p * π ^ 2 * x ^ 2 / (8 * t) / Real.cos (π * x / 2) := by ring

/-- For `p ≥ 0` and `t > 0`, the ratio `W(x)/x²` tends to `pπ²/(8t)` at the inner edge `x → 0⁺`
of the layer. -/
theorem tendsto_absorber_div_sq {p t : ℝ} (hp : 0 ≤ p) (ht : 0 < t) :
    Tendsto (fun x => absorber p t x / x ^ 2) (𝓝[>] 0) (𝓝 (p * π ^ 2 / (8 * t))) := by
  have hu : Tendsto (fun x : ℝ => p * π ^ 2 / (8 * t) / Real.cos (π * x / 2))
      (𝓝[>] 0) (𝓝 (p * π ^ 2 / (8 * t))) := by
    have h : ContinuousAt (fun x : ℝ => p * π ^ 2 / (8 * t) / Real.cos (π * x / 2)) 0 :=
      ContinuousAt.div continuousAt_const (by fun_prop) (by simp)
    have h2 := h.tendsto.mono_left (nhdsWithin_le_nhds (s := Set.Ioi 0))
    simp only [mul_zero, zero_div, Real.cos_zero, div_one] at h2
    exact h2
  -- squeeze between the lower and the upper bound
  refine tendsto_of_tendsto_of_tendsto_of_le_of_le' tendsto_const_nhds hu ?_ ?_
  · filter_upwards [Ioo_mem_nhdsGT (zero_lt_one' ℝ)] with x hx
    rw [le_div_iff₀ (pow_pos hx.1 2)]
    refine le_trans (le_of_eq ?_) (absorber_lower hp ht hx.1.le hx.2)
    ring
  · filter_upwards [Ioo_mem_nhdsGT (zero_lt_one' ℝ)] with x hx
    rw [div_le_iff₀ (pow_pos hx.1 2)]
    refine (absorber_upper hp ht hx.1.le hx.2).trans (le_of_eq ?_)
    ring

/-- For the mask `cos(πx/2)^(1/8)` and a time step `t > 0`, the equivalent absorber satisfies
`W(x) ≥ π²x²/(64t)` for `0 ≤ x < 1`, and `W(x)/x²` tends to `π²/(64t)` as `x → 0⁺`. -/
theorem eighth_root_mask_absorber {t : ℝ} (ht : 0 < t) :
    (∀ x : ℝ, 0 ≤ x → x < 1 → π ^ 2 * x ^ 2 / (64 * t) ≤ absorber (1 / 8) t x) ∧
    Tendsto (fun x => absorber (1 / 8) t x / x ^ 2) (𝓝[>] 0) (𝓝 (π ^ 2 / (64 * t))) := by
  constructor
  · intro x h0 h1
    refine le_trans (le_of_eq ?_) (absorber_lower (by norm_num) ht h0 h1)
    ring
  · have h := tendsto_absorber_div_sq (p := 1 / 8) (by norm_num) ht
    have e : 1 / 8 * π ^ 2 / (8 * t) = π ^ 2 / (64 * t) := by ring
    rwa [e] at h

/-- For `p > 0` and `0 < x < 1`, the mask has a strictly negative logarithm. -/
lemma neg_log_mask_pos {p x : ℝ} (hp : 0 < p) (h0 : 0 < x) (h1 : x < 1) :
    0 < -Real.log (mask p x) := by
  have h := absorber_lower hp.le one_pos h0.le h1
  have hq : 0 < p * π ^ 2 * x ^ 2 / (8 * 1) := by positivity
  simp only [absorber, div_one] at h
  exact lt_of_lt_of_le hq h

/-- For `p > 0` and `0 < x < 1`, two positive time steps give the same absorber at `x` only if
they are equal. -/
theorem absorber_eq_iff {p s t x : ℝ} (hp : 0 < p) (hs : 0 < s) (ht : 0 < t)
    (h0 : 0 < x) (h1 : x < 1) : absorber p t x = absorber p s x ↔ t = s := by
  constructor
  · intro h
    rw [absorber, absorber, div_eq_div_iff ht.ne' hs.ne'] at h
    exact (mul_left_cancel₀ (neg_log_mask_pos hp h0 h1).ne' h).symm
  · rintro rfl
    rfl

/-- For `p > 0` and `0 < x < 1`, the absorber at `x` grows without bound as the time step tends
to zero from above with the mask kept fixed. -/
theorem absorber_tendsto_atTop {p x : ℝ} (hp : 0 < p) (h0 : 0 < x) (h1 : x < 1) :
    Tendsto (fun t => absorber p t x) (𝓝[>] 0) atTop := by
  have h := (tendsto_inv_nhdsGT_zero (𝕜 := ℝ)).const_mul_atTop (neg_log_mask_pos hp h0 h1)
  simpa only [absorber, div_eq_mul_inv] using h

/-- For `p ≥ 0` and `0 ≤ x < 1`, `N` applications of the mask multiply the amplitude at `x` by
at most `exp(-pπ²x²N/8)`. -/
theorem mask_pow_le {p x : ℝ} (hp : 0 ≤ p) (h0 : 0 ≤ x) (h1 : x < 1) (N : ℕ) :
    mask p x ^ N ≤ Real.exp (-(p * π ^ 2 * x ^ 2 / 8 * N)) := by
  have h := mul_le_mul_of_nonneg_right (absorber_lower hp one_pos h0 h1) (Nat.cast_nonneg N)
  rw [← exp_neg_absorber one_ne_zero h0 h1, ← Real.exp_nat_mul]
  apply Real.exp_le_exp.2
  rw [mul_one] at h
  linarith

end

end MaskAbsorber
```

```lean
#print axioms MaskAbsorber.eighth_root_mask_absorber
#print axioms MaskAbsorber.absorber_eq_iff
#print axioms MaskAbsorber.absorber_tendsto_atTop
#print axioms MaskAbsorber.mask_pow_le
```

```
'MaskAbsorber.eighth_root_mask_absorber' depends on axioms: [propext, Classical.choice, Quot.sound]
'MaskAbsorber.absorber_eq_iff' depends on axioms: [propext, Classical.choice, Quot.sound]
'MaskAbsorber.absorber_tendsto_atTop' depends on axioms: [propext, Classical.choice, Quot.sound]
'MaskAbsorber.mask_pow_le' depends on axioms: [propext, Classical.choice, Quot.sound]
```

## Reading the definitions and theorems

`mask p x` is $M(x)$ with a real exponent, and `absorber p t x` is $W(x)$. All quantities are real numbers, and $x$ is already scaled by the layer width.

The sign and size of $W$ are fixed by `exp_neg_absorber`, which states $e^{-Wt}=M$ for $t\ne0$ and $0\le x<1$. This is damping of the amplitude. In units with $\hbar=1$ it corresponds to adding $-iW$ to the Hamiltonian, and the density is damped by $e^{-2Wt}$.

The main theorem, `eighth_root_mask_absorber`, has the single hypothesis `0 < t` and joins two statements: the inequality for every $x$ with $0\le x<1$, and the limit. The filter `𝓝[>] 0` means that $x$ approaches $0$ through positive values, which is the approach to the inner edge from inside the layer.

The end point $x=1$ is excluded because the mask vanishes there and the equivalent absorber would be infinite. Lean sets the logarithm of zero to zero, so the inequality would be false at that point.

Three further theorems describe the role of the step:

- `absorber_eq_iff` says that at a fixed point with $0<x<1$, and for $p>0$, positive steps $t$ and $s$ give equal absorbers exactly when $t=s$.
- `absorber_tendsto_atTop` gives the divergence as $t\to0^+$ under the same conditions on $p$ and $x$.
- `mask_pow_le` is the bound for $N$ applications, including $N=0$, where both sides equal 1.

## From the cosine inequality to the limit

`cos_layer_pos` supplies the positive cosine that the logarithms and divisions need. `half_sq_le_neg_log_cos` is the inequality $-\ln\cos y\ge y^2/2$. `absorber_lower` substitutes $y=\pi x/2$, multiplies by $p$ and divides by $t$; its `calc` chain uses `Real.log_rpow` to bring the exponent out of the logarithm.

`absorber_upper` follows the second estimate above. Its two ingredients are `Real.log_le_sub_one_of_pos`, applied to the inverse cosine, and `Real.one_sub_sq_div_two_le_cos`.

In `tendsto_absorber_div_sq` the upper function is continuous at zero, which gives its limit. The squeeze theorem needs its inequalities only close to the limit point, so `filter_upwards` restricts attention to $0<x<1$, where both bounds are available.

`neg_log_mask_pos` and `mask_pow_le` both use the lower bound with the time step set to 1, where the absorber is simply $-\ln M$. The uniqueness proof cross-multiplies and cancels this positive number. The divergence proof multiplies it by $1/t$, which tends to infinity.

## Monotonicity from the sign of a derivative

The lower bound turns on Mathlib's `monotoneOn_of_deriv_nonneg`. It concludes that a function is monotone on a convex set of real numbers from three facts: the function is continuous on the set, differentiable in its interior, and has a nonnegative derivative there.

The proof obtains all three from one statement, `hd`, which says that $f$ has derivative $\tan z-z$ at every $z$ in $[0,\pi/2)$. Having a derivative at a point implies continuity there, which covers the end point $0$ as well. In the interior, `hd` also identifies the value of `deriv`, and `Real.le_tan` shows that this value is nonnegative.

The result, `hm`, is then applied to the pair $0\le y$. It yields $f(0)\le f(y)$, and simplifying $\cos0=1$ and $\ln1=0$ leaves the required inequality.

## Pointwise damping, not the full propagator

The theorems guarantee the bounds, the limit and the dependence on $t$ for the mask function itself, at each depth in the layer. They concern real numbers, so rounding in a running code is not included.

They do not describe the wave function between mask applications. In a simulation the kinetic energy moves amplitude through the layer, so the density at a fixed point need not fall as `mask_pow_le` might suggest. That theorem bounds the product of the mask factors at one depth.

Nor does $e^{-Wt}=M$ make a masked step equal to a step with the Hamiltonian $H-iW$. The kinetic energy does not commute with $W$, and the two steps differ by a splitting error. How much the layer reflects, how much it transmits, and how wide it should be for a given momentum are separate questions about the full dynamics.
